# Wick's theorem for four fermionic operators as an operator identity

The two-electron part of an electronic Hamiltonian consists of products of four fermionic operators. Relative to the empty state or a single Slater determinant |0⟩, each factor linear in ladder operators splits into a part p with ⟨0|p = 0 and a part m with m|0⟩ = 0, both again linear in ladder operators; a general multi-determinant reference does not admit such a splitting. A product with all p on the left has zero reference expectation value, so one asks what is left over when a general product is reordered. Wick's theorem in full covers any number of operators, bosons and time-ordered products; the result here concerns ordinary products of at most four fermionic operators.

## Claim and derivation

Let Aᵢ = pᵢ + mᵢ, with mᵢpⱼ + pⱼmᵢ = cᵢⱼ·1 for i < j. The normal product N expands each factor, moves every p left of every m, keeps the order among the p and among the m, and attaches −1 per crossing:

    N₂(12) = p₁p₂ + p₁m₂ − p₂m₁ + m₁m₂

The claim is

    A₁A₂A₃A₄ = N₄(1234) + c₁₂N₂(34) − c₁₃N₂(24) + c₁₄N₂(23)
               + c₂₃N₂(14) − c₂₄N₂(13) + c₃₄N₂(12) + (c₁₂c₃₄ − c₁₃c₂₄ + c₁₄c₂₃)·1

The one rule used is

    mᵢpⱼ = cᵢⱼ − pⱼmᵢ

In A₁A₂ = p₁p₂ + p₁m₂ + m₁p₂ + m₁m₂ only the third term is out of order, so

    A₁A₂ = N₂(12) + c₁₂

Multiply N₂(23) by A₁ from the left. The four terms of p₁N₂(23) are already ordered, as is m₁m₂m₃. The others give

    m₁p₂p₃ = c₁₂p₃ − c₁₃p₂ + p₂p₃m₁
    m₁p₂m₃ = c₁₂m₃ − p₂m₁m₃
    −m₁p₃m₂ = −c₁₃m₂ + p₃m₁m₂

The eight uncontracted terms form N₃(123), hence

    A₁N₂(23) = N₃(123) + c₁₂A₃ − c₁₃A₂
    A₁A₂A₃ = A₁(N₂(23) + c₂₃) = N₃(123) + c₁₂A₃ − c₁₃A₂ + c₂₃A₁

In A₁N₃(234) the eight terms of p₁N₃(234) and m₁m₂m₃m₄ are ordered, and

    m₁p₂p₃p₄ = c₁₂p₃p₄ − c₁₃p₂p₄ + c₁₄p₂p₃ − p₂p₃p₄m₁
    m₁p₂p₃m₄ = c₁₂p₃m₄ − c₁₃p₂m₄ + p₂p₃m₁m₄
    −m₁p₂p₄m₃ = −c₁₂p₄m₃ + c₁₄p₂m₃ − p₂p₄m₁m₃
    m₁p₃p₄m₂ = c₁₃p₄m₂ − c₁₄p₃m₂ + p₃p₄m₁m₂
    m₁p₂m₃m₄ = c₁₂m₃m₄ − p₂m₁m₃m₄
    −m₁p₃m₂m₄ = −c₁₃m₂m₄ + p₃m₁m₂m₄
    m₁p₄m₂m₃ = c₁₄m₂m₃ − p₄m₁m₂m₃

Collecting the coefficient of each c gives

    A₁N₃(234) = N₄(1234) + c₁₂N₂(34) − c₁₃N₂(24) + c₁₄N₂(23)

Finally, expand A₂A₃A₄ by the three-operator formula:

    A₁A₂A₃A₄ = A₁N₃(234) + c₂₃A₁A₄ − c₂₄A₁A₃ + c₃₄A₁A₂

Inserting the recursion and A₁Aⱼ = N₂(1j) + c₁ⱼ yields the claim. No relation among the p or among the m was used. In ⟨0|…|0⟩ every term of N₂ and N₄ starts with a p or ends with an m, so only c₁₂c₃₄ − c₁₃c₂₄ + c₁₄c₂₃ survives.

The scalar anticommutator is needed: A₁A₂ − N₂(12) equals m₁p₂ + p₂m₁ identically, and for a boson mode aa† + a†a = 2a†a + 1 is not a multiple of the identity.

## Formal development

Operators are elements of an associative algebra `R` over a commutative ring `K` of scalars. No dimension, adjoint or topology is assumed.

In Lean 4 with Mathlib:

```lean
import Mathlib

open Matrix

namespace WickFourOperators

noncomputable section

variable {K R : Type*} [CommRing K] [Ring R] [Algebra K R]
```

A `SplitOp` is a pair with `cre` = p and `ann` = m, and `op` is their sum. The splitting is given data, and nothing requires `cre` to be an adjoint of any `ann`.

```lean
/-- An operator split into a creation part `cre` and an annihilation part `ann`. -/
structure SplitOp (R : Type*) where
  cre : R
  ann : R

/-- The full operator `A = p + m`, the sum of its creation and annihilation parts. -/
def SplitOp.op (A : SplitOp R) : R := A.cre + A.ann
```

`Contraction A B c` is the hypothesis mp′ + p′m = c·1, with m from `A` and p′ from `B`. It is assumed, and it depends on the order of the pair.

```lean
/-- The anticommutator `{x, y} = x y + y x`. -/
def anticomm (x y : R) : R := x * y + y * x

/-- The scalar `c` is the contraction of `A` with `B`: the annihilation part of `A` and the
creation part of `B` anticommute to `c` times the identity. -/
def Contraction (A B : SplitOp R) (c : K) : Prop := anticomm A.ann B.cre = c • (1 : R)
```

The normal products are explicit sums of 4, 8 and 16 terms. They are functions of the listed pairs, and no normal-ordering map on `R` is defined.

```lean
/-- Fermionic normal product of two operators: creation parts to the left, relative orders
kept, one sign per crossing. -/
def N2 (A B : SplitOp R) : R :=
  A.cre * B.cre + A.cre * B.ann - B.cre * A.ann + A.ann * B.ann

/-- Fermionic normal product of three operators: creation parts to the left, relative orders
kept, one sign per crossing. -/
def N3 (A B C : SplitOp R) : R :=
  A.cre * B.cre * C.cre
    + A.cre * B.cre * C.ann - A.cre * C.cre * B.ann + B.cre * C.cre * A.ann
    + A.cre * B.ann * C.ann - B.cre * A.ann * C.ann + C.cre * A.ann * B.ann
    + A.ann * B.ann * C.ann

/-- Fermionic normal product of four operators: creation parts to the left, relative orders
kept, one sign per crossing. -/
def N4 (A B C D : SplitOp R) : R :=
  A.cre * B.cre * C.cre * D.cre
    + A.cre * B.cre * C.cre * D.ann - A.cre * B.cre * D.cre * C.ann
    + A.cre * C.cre * D.cre * B.ann - B.cre * C.cre * D.cre * A.ann
    + A.cre * B.cre * C.ann * D.ann - A.cre * C.cre * B.ann * D.ann
    + A.cre * D.cre * B.ann * C.ann + B.cre * C.cre * A.ann * D.ann
    - B.cre * D.cre * A.ann * C.ann + C.cre * D.cre * A.ann * B.ann
    + A.cre * B.ann * C.ann * D.ann - B.cre * A.ann * C.ann * D.ann
    + C.cre * A.ann * B.ann * D.ann - D.cre * A.ann * B.ann * C.ann
    + A.ann * B.ann * C.ann * D.ann
```

The functional `ω` stands for x ↦ ⟨0|x|0⟩, and the two fields encode ⟨0|p = 0 and m|0⟩ = 0. Positivity is not required.

```lean
/-- The linear functional `ω` is a vacuum for `A`: it vanishes on every product with the
creation part of `A` leftmost or the annihilation part of `A` rightmost. -/
structure IsVacuum (ω : R →ₗ[K] K) (A : SplitOp R) : Prop where
  cre_left : ∀ x, ω (A.cre * x) = 0
  ann_right : ∀ x, ω (x * A.ann) = 0
```

`Contraction.swap` is the reordering rule. `Contraction.move` is the same rule in front of a further factor `x`, the form that carries m₁ through a string of creators.

```lean
/-- Exchanging an annihilation part with a creation part gives the contraction minus the
reordered product. -/
theorem Contraction.swap {A B : SplitOp R} {c : K} (h : Contraction A B c) :
    A.ann * B.cre = c • (1 : R) - B.cre * A.ann :=
  eq_sub_of_add_eq h

/-- The same exchange performed in front of an arbitrary operator `x`. -/
theorem Contraction.move {A B : SplitOp R} {c : K} (h : Contraction A B c) (x : R) :
    A.ann * (B.cre * x) = c • x - B.cre * (A.ann * x) := by
  rw [← mul_assoc, h.swap, sub_mul, smul_mul_assoc, one_mul, mul_assoc]
```

In `wick_two`, `simp only` expands the product and applies the rule once; `module` collects the terms as a `K`-linear combination.

```lean
/-- Wick's theorem for two operators: the product is the normal product plus the
contraction. -/
theorem wick_two {A B : SplitOp R} {c : K} (h : Contraction A B c) :
    A.op * B.op = N2 A B + c • (1 : R) := by
  simp only [SplitOp.op, N2, mul_add, add_mul, h.swap]
  module
```

The two recursions follow the hand tables. With products bracketed to the right by `mul_assoc`, each `move` passes one creator, and `swap` handles a creator standing last.

```lean
/-- Multiplying a normal product of two operators from the left by `A` gives the normal
product of three plus the signed single contractions of `A`. -/
theorem op_mul_N2 {A B C : SplitOp R} {cAB cAC : K}
    (hAB : Contraction A B cAB) (hAC : Contraction A C cAC) :
    A.op * N2 B C = N3 A B C + cAB • C.op - cAC • B.op := by
  -- carry the annihilation part of `A` through all creation parts
  simp only [SplitOp.op, N2, N3, mul_add, add_mul, mul_sub, mul_assoc, hAB.move, hAC.move,
    hAC.swap, mul_smul_comm, mul_one]
  module

/-- Multiplying a normal product of three operators from the left by `A` gives the normal
product of four plus the signed single contractions of `A`. -/
theorem op_mul_N3 {A B C D : SplitOp R} {cAB cAC cAD : K}
    (hAB : Contraction A B cAB) (hAC : Contraction A C cAC) (hAD : Contraction A D cAD) :
    A.op * N3 B C D = N4 A B C D + cAB • N2 C D - cAC • N2 B D + cAD • N2 B C := by
  -- carry the annihilation part of `A` through all creation parts
  simp only [SplitOp.op, N2, N3, N4, mul_add, add_mul, mul_sub, mul_assoc, hAB.move, hAC.move,
    hAD.move, hAD.swap, mul_smul_comm, mul_one]
  module
```

`wick_three` is A·(N₂ + c) followed by the first recursion.

```lean
/-- Wick's theorem for three fermionic operators as an operator identity. -/
theorem wick_three {A B C : SplitOp R} {cAB cAC cBC : K}
    (hAB : Contraction A B cAB) (hAC : Contraction A C cAC) (hBC : Contraction B C cBC) :
    A.op * B.op * C.op = N3 A B C + cAB • C.op - cAC • B.op + cBC • A.op := by
  rw [mul_assoc, wick_two hBC, mul_add, op_mul_N2 hAB hAC, mul_smul_comm, mul_one]
```

`wick_four` states the claim under six contraction hypotheses, one for each pair i < j. Its proof is the final hand step: `hassoc` isolates A₁, `wick_three` expands the rest, and `op_mul_N3` with three uses of `wick_two` finishes.

```lean
/-- Wick's theorem for four fermionic operators as an operator identity: the product is the
normal product, plus six signed singly contracted terms, plus three signed fully contracted
terms. -/
theorem wick_four {A₁ A₂ A₃ A₄ : SplitOp R} {c₁₂ c₁₃ c₁₄ c₂₃ c₂₄ c₃₄ : K}
    (h₁₂ : Contraction A₁ A₂ c₁₂) (h₁₃ : Contraction A₁ A₃ c₁₃) (h₁₄ : Contraction A₁ A₄ c₁₄)
    (h₂₃ : Contraction A₂ A₃ c₂₃) (h₂₄ : Contraction A₂ A₄ c₂₄)
    (h₃₄ : Contraction A₃ A₄ c₃₄) :
    A₁.op * A₂.op * A₃.op * A₄.op =
      N4 A₁ A₂ A₃ A₄
        + c₁₂ • N2 A₃ A₄ - c₁₃ • N2 A₂ A₄ + c₁₄ • N2 A₂ A₃
        + c₂₃ • N2 A₁ A₄ - c₂₄ • N2 A₁ A₃ + c₃₄ • N2 A₁ A₂
        + (c₁₂ * c₃₄ - c₁₃ * c₂₄ + c₁₄ * c₂₃) • (1 : R) := by
  have hassoc : A₁.op * A₂.op * A₃.op * A₄.op = A₁.op * (A₂.op * A₃.op * A₄.op) := by
    simp only [mul_assoc]
  -- expand the last three factors, then multiply each term by `A₁` from the left
  rw [hassoc, wick_three h₂₃ h₂₄ h₃₄]
  simp only [mul_add, mul_sub, mul_smul_comm]
  rw [op_mul_N3 h₁₂ h₁₃ h₁₄, wick_two h₁₄, wick_two h₁₃, wick_two h₁₂]
  module
```

Antisymmetry of N does need relations among like parts. In N₄(BACD) + N₄(ABCD) the terms taking p from one of A, B and m from the other cancel, and `key` shows that each remaining term contains one of the two anticommutators. Only the exchange of the first two positions is proved.

```lean
/-- If the creation parts of `A` and `B` anticommute and so do their annihilation parts, the
normal product of four changes sign under exchange of its first two operators `A` and `B`. -/
theorem N4_swap {A B : SplitOp R} (C D : SplitOp R)
    (hp : anticomm A.cre B.cre = 0) (hm : anticomm A.ann B.ann = 0) :
    N4 B A C D = -N4 A B C D := by
  -- terms with one creation and one annihilation part from `A`, `B` cancel identically
  have key : N4 B A C D + N4 A B C D =
      anticomm A.cre B.cre * N2 C D + C.cre * D.cre * anticomm A.ann B.ann
        + C.cre * anticomm A.ann B.ann * D.ann - D.cre * anticomm A.ann B.ann * C.ann
        + anticomm A.ann B.ann * C.ann * D.ann := by
    simp only [N4, N2, anticomm, mul_add, add_mul, mul_sub, mul_assoc]
    abel
  rw [← add_eq_zero_iff_eq_neg, key, hp, hm]
  simp
```

The vacuum lemmas remove N₂ and N₄: all terms but the last begin with a creator, and the last ends in an annihilator (`hlast` for N₄).

```lean
/-- The vacuum value of a normal product of two operators vanishes. -/
theorem vacuum_N2 {ω : R →ₗ[K] K} {A B : SplitOp R} (hA : IsVacuum ω A) (hB : IsVacuum ω B) :
    ω (N2 A B) = 0 := by
  simp only [N2, map_add, map_sub, hA.cre_left, hB.cre_left, hB.ann_right, add_zero, sub_zero]

/-- The vacuum value of a normal product of four operators vanishes. -/
theorem vacuum_N4 {ω : R →ₗ[K] K} {A B C D : SplitOp R} (hA : IsVacuum ω A)
    (hB : IsVacuum ω B) (hC : IsVacuum ω C) (hD : IsVacuum ω D) :
    ω (N4 A B C D) = 0 := by
  -- every term but the last starts with a creation part
  have hlast : ω (A.ann * (B.ann * (C.ann * D.ann))) = 0 := by
    have h := hD.ann_right (A.ann * B.ann * C.ann)
    simpa only [mul_assoc] using h
  simp only [N4, mul_assoc, map_add, map_sub, hA.cre_left, hB.cre_left, hC.cre_left,
    hD.cre_left, hlast, add_zero, sub_zero]
```

Applying `ω` to `wick_four` and using `ω 1 = 1` leaves the three full contractions. Without normalisation the statement fails, since ω = 0 is a vacuum for every operator.

```lean
/-- In a normalised vacuum the value of a product of four operators is the signed sum of the
three full contractions. -/
theorem vacuum_wick_four {ω : R →ₗ[K] K} {A₁ A₂ A₃ A₄ : SplitOp R}
    {c₁₂ c₁₃ c₁₄ c₂₃ c₂₄ c₃₄ : K} (hω : ω 1 = 1)
    (v₁ : IsVacuum ω A₁) (v₂ : IsVacuum ω A₂) (v₃ : IsVacuum ω A₃) (v₄ : IsVacuum ω A₄)
    (h₁₂ : Contraction A₁ A₂ c₁₂) (h₁₃ : Contraction A₁ A₃ c₁₃) (h₁₄ : Contraction A₁ A₄ c₁₄)
    (h₂₃ : Contraction A₂ A₃ c₂₃) (h₂₄ : Contraction A₂ A₄ c₂₄)
    (h₃₄ : Contraction A₃ A₄ c₃₄) :
    ω (A₁.op * A₂.op * A₃.op * A₄.op) = c₁₂ * c₃₄ - c₁₃ * c₂₄ + c₁₄ * c₂₃ := by
  rw [wick_four h₁₂ h₁₃ h₁₄ h₂₃ h₂₄ h₃₄]
  simp only [map_add, map_sub, map_smul, vacuum_N4 v₁ v₂ v₃ v₄, vacuum_N2 v₃ v₄,
    vacuum_N2 v₂ v₄, vacuum_N2 v₂ v₃, vacuum_N2 v₁ v₄, vacuum_N2 v₁ v₃, vacuum_N2 v₁ v₂,
    hω, smul_eq_mul, mul_zero, mul_one, add_zero, sub_zero, zero_add]
```

Two modes give a concrete instance as 4×4 complex matrices in the basis 00, 10, 01, 11, with the sign convention |11⟩ = a₀†a₁†|00⟩. The entry at index (0, 0) is the expectation value in the empty state.

```lean
/-- Two fermionic modes in the occupation basis `00, 10, 01, 11`: creation part
`u₀ a₀† + u₁ a₁†` and annihilation part `v₀ a₀ + v₁ a₁`. -/
def twoMode (u v : Fin 2 → ℂ) : SplitOp (Matrix (Fin 4) (Fin 4) ℂ) where
  cre := !![0, 0, 0, 0; u 0, 0, 0, 0; u 1, 0, 0, 0; 0, -u 1, u 0, 0]
  ann := !![0, v 0, v 1, 0; 0, 0, 0, -v 1; 0, 0, 0, v 0; 0, 0, 0, 0]

/-- The diagonal matrix element in the empty state `00` of the two-mode space. -/
def emptyStateValue : Matrix (Fin 4) (Fin 4) ℂ →ₗ[ℂ] ℂ where
  toFun M := M 0 0
  map_add' _ _ := rfl
  map_smul' _ _ := rfl
```

`twoMode_witness` checks entry by entry that any two members of the family have contraction v₀u₀′ + v₁u₁′, that like parts anticommute, and that the empty state is a normalised vacuum. That a filled Slater determinant with its particle–hole splitting also meets the hypotheses is not verified here.

```lean
/-- Any two operators of the two-mode family have contraction `v₀ u₀' + v₁ u₁'`, their creation
parts anticommute, their annihilation parts anticommute, and the empty-state matrix element is
a normalised vacuum. -/
theorem twoMode_witness (u v u' v' : Fin 2 → ℂ) :
    Contraction (twoMode u v) (twoMode u' v') (v 0 * u' 0 + v 1 * u' 1) ∧
      anticomm (twoMode u v).cre (twoMode u' v').cre = 0 ∧
      anticomm (twoMode u v).ann (twoMode u' v').ann = 0 ∧
      IsVacuum emptyStateValue (twoMode u v) ∧ emptyStateValue 1 = 1 := by
  refine ⟨?_, ?_, ?_, ⟨?_, ?_⟩, ?_⟩
  · show (twoMode u v).ann * (twoMode u' v').cre + (twoMode u' v').cre * (twoMode u v).ann
      = (v 0 * u' 0 + v 1 * u' 1) • (1 : Matrix (Fin 4) (Fin 4) ℂ)
    ext i j
    simp only [Matrix.add_apply, Matrix.mul_apply, Fin.sum_univ_four, Matrix.smul_apply,
      Matrix.one_apply]
    fin_cases i <;> fin_cases j <;> simp [twoMode] <;> ring
  · show (twoMode u v).cre * (twoMode u' v').cre + (twoMode u' v').cre * (twoMode u v).cre = 0
    ext i j
    simp only [Matrix.add_apply, Matrix.mul_apply, Fin.sum_univ_four, Matrix.zero_apply]
    fin_cases i <;> fin_cases j <;> simp [twoMode]
    ring
  · show (twoMode u v).ann * (twoMode u' v').ann + (twoMode u' v').ann * (twoMode u v).ann = 0
    ext i j
    simp only [Matrix.add_apply, Matrix.mul_apply, Fin.sum_univ_four, Matrix.zero_apply]
    fin_cases i <;> fin_cases j <;> simp [twoMode]
    ring
  · intro x
    show ((twoMode u v).cre * x) 0 0 = 0
    rw [Matrix.mul_apply, Fin.sum_univ_four]
    simp [twoMode]
  · intro x
    show (x * (twoMode u v).ann) 0 0 = 0
    rw [Matrix.mul_apply, Fin.sum_univ_four]
    simp [twoMode]
  · show (1 : Matrix (Fin 4) (Fin 4) ℂ) 0 0 = 1
    simp

end

end WickFourOperators
```
```lean
#print axioms WickFourOperators.wick_four
#print axioms WickFourOperators.N4_swap
#print axioms WickFourOperators.vacuum_wick_four
```

```
'WickFourOperators.wick_four' depends on axioms: [propext, Quot.sound]
'WickFourOperators.N4_swap' depends on axioms: [propext]
'WickFourOperators.vacuum_wick_four' depends on axioms: [propext, Classical.choice, Quot.sound]
```
